# Conservation of the overlap under a Hermitian time-dependent Hamiltonian

## Physical setting

Take a single level with a complex "energy" $h(t)$, and two amplitudes obeying $\varphi' = -ih\varphi$ and $\psi' = -ih\psi$. Conjugation gives $\bar\varphi' = +i\bar h\bar\varphi$, so
$$\frac{d}{dt}(\bar\varphi\psi) = i(\bar h - h)\,\bar\varphi\psi = 2\,(\operatorname{Im}h)\,\bar\varphi\psi .$$
For real $h$ the two terms cancel and $\bar\varphi\psi$ is constant. For $h = -i\gamma$ with $\gamma > 0$, the solution $\psi = e^{-\gamma t}$ has $|\psi|^2 = e^{-2\gamma t}$, so the reality condition cannot be dropped. With several levels, $\bar h$ becomes $H^\dagger$ and "real" becomes "Hermitian".

In a finite orthonormal basis and for exact evolution, the result says that states or orbitals propagated by one common Hermitian $H(t)$ keep their norms and mutual orthogonality; a discrete time-stepping scheme is a different object and is not treated.

## Statement

Let $\langle\varphi|\psi\rangle = \sum_i \bar\varphi_i\psi_i$ and $\hbar = 1$. If $H(t)^\dagger = H(t)$ for every real $t$, and $\varphi$, $\psi$ both satisfy $y' = -iH(t)y$ at every real $t$, then
$$\langle\varphi(s)|\psi(s)\rangle = \langle\varphi(t)|\psi(t)\rangle \quad\text{for all } s,t .$$
Under the same hypothesis, $\sum_i|\psi_i|^2$ is conserved, two solutions equal at one time are equal always, and a solution of $U' = -iHU$ that is unitary at one time is unitary always. Conversely, if $U' = -iHU$ and $U(t)$ is unitary for all $t$, then every $H(t)$ is Hermitian.

## Derivation

The product rule on each term $\bar\varphi_i\psi_i$, summed over $i$, gives
$$\frac{d}{dt}\langle\varphi|\psi\rangle = \langle\varphi'|\psi\rangle + \langle\varphi|\psi'\rangle .$$
Let $\varphi' = -iK\varphi$ and $\psi' = -iH\psi$ with arbitrary matrices $K$, $H$. Since $(-iK\varphi)^\dagger = +i\varphi^\dagger K^\dagger$, the first term is $i\langle\varphi|K^\dagger\psi\rangle$; the second is $-i\langle\varphi|H\psi\rangle$. Hence
$$\frac{d}{dt}\langle\varphi|\psi\rangle = i\,\langle\varphi|(K^\dagger - H)\psi\rangle .$$
For $K = H^\dagger$ one has $K^\dagger - H = 0$. The derivative vanishes on the whole line, so the overlap is constant. For Hermitian $H$ the choice $K = H^\dagger$ is $K = H$, which is the main claim.

Setting $\varphi = \psi$ conserves $\langle\psi|\psi\rangle = \sum_i|\psi_i|^2$. By linearity $\chi = \varphi - \psi$ is a solution; if $\chi(t_0) = 0$, then $\langle\chi(t)|\chi(t)\rangle = 0$, so $\chi(t) = 0$. The entry $(U^\dagger U)_{jk}$ is the overlap of columns $j$ and $k$, each a solution, so $U(t)^\dagger U(t) = U(t_0)^\dagger U(t_0) = 1$.

For the converse, $U^\dagger U = 1$ at all times makes every column overlap constant, and the rate formula with $K = H$ gives $U^\dagger(H^\dagger - H)U = 0$. With $UU^\dagger = 1$,
$$H^\dagger - H = U\,[U^\dagger(H^\dagger - H)U]\,U^\dagger = 0 .$$

As an example, take $H(t) = t\sigma_x$, $\theta = t^2/2$, $U = \cos\theta - i\sigma_x\sin\theta$. Then $U' = t(-\sin\theta - i\sigma_x\cos\theta)$, and $\sigma_x^2 = 1$ gives $-it\sigma_x U = -it\sigma_x\cos\theta - t\sin\theta$, the same matrix; also $U(0) = 1$.

## What the formal version assumes

A state is a vector `n → ℂ` over a finite index type `n`. The definition `overlap` is `star φ ⬝ᵥ ψ`, antilinear in the first slot and with no overlap matrix, so the basis is orthonormal. A Hamiltonian is any `H : ℝ → Matrix n n ℂ`; no continuity in $t$ is required. `IsSolution H ψ` says that at every real `t` the function `ψ` is differentiable with derivative `(-I) • (H t *ᵥ ψ t)`. `IsPropagator H U` says that each column of `U` is such a solution and fixes no initial value. `(H t).IsHermitian` is $H(t)^\dagger = H(t)$, and membership in `Matrix.unitaryGroup n ℂ` is unitarity.

Solutions are hypotheses: existence is shown only for the example. Not covered are infinite dimension, non-orthogonal bases, solutions on a bounded interval, and solutions with a kink, as at a sudden quench.

In Lean 4 with Mathlib:

```lean
import Mathlib

open Matrix Complex
open scoped ComplexOrder

namespace SchrodingerOverlap

noncomputable section

variable {n : Type*} [Fintype n]

/-- The overlap `⟨φ|ψ⟩ = ∑ᵢ conj(φᵢ) ψᵢ` of two state vectors. -/
def overlap (φ ψ : n → ℂ) : ℂ := star φ ⬝ᵥ ψ

/-- `ψ` solves the time-dependent Schrödinger equation `ψ'(t) = -i H(t) ψ(t)` at every
real time `t` (units with `ħ = 1`). -/
def IsSolution (H : ℝ → Matrix n n ℂ) (ψ : ℝ → n → ℂ) : Prop :=
  ∀ t, HasDerivAt ψ ((-I) • (H t *ᵥ ψ t)) t

/-- `U` satisfies `U'(t) = -i H(t) U(t)`: each of its columns solves the Schrödinger
equation with Hamiltonian `H`. -/
def IsPropagator (H U : ℝ → Matrix n n ℂ) : Prop :=
  ∀ j, IsSolution H (fun t i => U t i j)

/-- Product rule for the overlap: `d/dt ⟨φ|ψ⟩ = ⟨φ'|ψ⟩ + ⟨φ|ψ'⟩`. -/
theorem hasDerivAt_overlap {φ ψ : ℝ → n → ℂ} {φ' ψ' : n → ℂ} {t : ℝ}
    (hφ : HasDerivAt φ φ' t) (hψ : HasDerivAt ψ ψ' t) :
    HasDerivAt (fun s => overlap (φ s) (ψ s))
      (overlap φ' (ψ t) + overlap (φ t) ψ') t := by
  -- differentiate each term conj(φᵢ) ψᵢ, then sum over the basis
  have h : ∀ i ∈ (Finset.univ : Finset n),
      HasDerivAt (fun s => star (φ s i) * ψ s i)
        (star (φ' i) * ψ t i + star (φ t i) * ψ' i) t :=
    fun i _ => ((hasDerivAt_pi.1 hφ i).star).fun_mul (hasDerivAt_pi.1 hψ i)
  have hs := HasDerivAt.fun_sum h
  rw [Finset.sum_add_distrib] at hs
  exact hs

/-- If `φ` evolves under `K` and `ψ` under `H` (arbitrary matrices), then
`d/dt ⟨φ|ψ⟩ = i ⟨φ|(K† - H) ψ⟩`. -/
theorem hasDerivAt_overlap_of_solutions {K H : ℝ → Matrix n n ℂ} {φ ψ : ℝ → n → ℂ}
    (hφ : IsSolution K φ) (hψ : IsSolution H ψ) (t : ℝ) :
    HasDerivAt (fun s => overlap (φ s) (ψ s))
      (I * overlap (φ t) (((K t)ᴴ - H t) *ᵥ ψ t)) t := by
  refine (hasDerivAt_overlap (hφ t) (hψ t)).congr_deriv ?_
  -- the bra turns -i into +i and K into K†
  have hI : star (-I) = I := by simp
  simp only [overlap, star_smul, smul_dotProduct, dotProduct_smul, Matrix.star_mulVec,
    Matrix.sub_mulVec, dotProduct_sub, Matrix.dotProduct_mulVec, smul_eq_mul, hI]
  ring

/-- If `ψ` evolves under an arbitrary matrix `H(t)` and `φ` under its adjoint `H(t)†`,
the overlap `⟨φ|ψ⟩` takes the same value at any two times. -/
theorem overlap_const_adjoint {H : ℝ → Matrix n n ℂ} {φ ψ : ℝ → n → ℂ}
    (hφ : IsSolution (fun t => (H t)ᴴ) φ) (hψ : IsSolution H ψ) (s t : ℝ) :
    overlap (φ s) (ψ s) = overlap (φ t) (ψ t) := by
  -- the rate of change vanishes because (H†)† - H = 0
  have h : ∀ r, HasDerivAt (fun s => overlap (φ s) (ψ s)) 0 r := fun r => by
    refine (hasDerivAt_overlap_of_solutions hφ hψ r).congr_deriv ?_
    simp [overlap]
  exact is_const_of_deriv_eq_zero (fun r => (h r).differentiableAt)
    (fun r => (h r).deriv) s t

/-- Main theorem: if `H(t)` is Hermitian for every `t` and `φ`, `ψ` both solve
`y' = -i H(t) y`, the overlap `⟨φ|ψ⟩` takes the same value at any two times. -/
theorem overlap_const {H : ℝ → Matrix n n ℂ} (hH : ∀ t, (H t).IsHermitian)
    {φ ψ : ℝ → n → ℂ} (hφ : IsSolution H φ) (hψ : IsSolution H ψ) (s t : ℝ) :
    overlap (φ s) (ψ s) = overlap (φ t) (ψ t) := by
  have e : (fun t => (H t)ᴴ) = H := funext fun t => (hH t).eq
  have hφ' : IsSolution (fun t => (H t)ᴴ) φ := by
    rw [e]
    exact hφ
  exact overlap_const_adjoint hφ' hψ s t

/-- The overlap of a state with itself is the sum of the squared moduli of its
amplitudes. -/
theorem overlap_self (ψ : n → ℂ) :
    overlap ψ ψ = ((∑ i, ‖ψ i‖ ^ 2 : ℝ) : ℂ) := by
  change ∑ i, (starRingEnd ℂ) (ψ i) * ψ i = _
  rw [Complex.ofReal_sum]
  refine Finset.sum_congr rfl fun i _ => ?_
  rw [mul_comm, Complex.mul_conj, Complex.normSq_eq_norm_sq]

/-- Under a Hermitian Hamiltonian the total probability `∑ᵢ |ψᵢ|²` takes the same value at
any two times. -/
theorem total_probability_const {H : ℝ → Matrix n n ℂ} (hH : ∀ t, (H t).IsHermitian)
    {ψ : ℝ → n → ℂ} (hψ : IsSolution H ψ) (s t : ℝ) :
    ∑ i, ‖ψ s i‖ ^ 2 = ∑ i, ‖ψ t i‖ ^ 2 := by
  have h := overlap_const hH hψ hψ s t
  rw [overlap_self (ψ s), overlap_self (ψ t)] at h
  exact Complex.ofReal_injective h

/-- Two solutions for the same Hermitian Hamiltonian that agree at one time agree at every
time. -/
theorem solution_unique {H : ℝ → Matrix n n ℂ} (hH : ∀ t, (H t).IsHermitian)
    {φ ψ : ℝ → n → ℂ} (hφ : IsSolution H φ) (hψ : IsSolution H ψ) {t₀ : ℝ}
    (h₀ : φ t₀ = ψ t₀) (t : ℝ) : φ t = ψ t := by
  -- the difference is again a solution
  have hχ : IsSolution H (fun s => φ s - ψ s) := by
    intro r
    refine ((hφ r).fun_sub (hψ r)).congr_deriv ?_
    simp only [Matrix.mulVec_sub, smul_sub]
  -- its self-overlap is conserved and vanishes at t₀
  have h : overlap (φ t - ψ t) (φ t - ψ t) = overlap (φ t₀ - ψ t₀) (φ t₀ - ψ t₀) :=
    overlap_const hH hχ hχ t t₀
  have hz : overlap (φ t₀ - ψ t₀) (φ t₀ - ψ t₀) = 0 := by simp [overlap, h₀]
  have h0 : star (φ t - ψ t) ⬝ᵥ (φ t - ψ t) = 0 := h.trans hz
  exact sub_eq_zero.1 (dotProduct_star_self_eq_zero.1 h0)

/-- The `(j, k)` entry of `A† B` is the overlap of column `j` of `A` with column `k`
of `B`. -/
theorem gram_apply (A B : Matrix n n ℂ) (j k : n) :
    (Aᴴ * B) j k = overlap (fun i => A i j) (fun i => B i k) := by
  rw [Matrix.mul_apply]
  rfl

/-- For a Hermitian Hamiltonian, a solution of `U' = -i H(t) U` that is unitary at one time
is unitary at every time. -/
theorem propagator_unitary [DecidableEq n] {H U : ℝ → Matrix n n ℂ}
    (hH : ∀ t, (H t).IsHermitian) (hU : IsPropagator H U) {t₀ : ℝ}
    (h₀ : U t₀ ∈ Matrix.unitaryGroup n ℂ) (t : ℝ) :
    U t ∈ Matrix.unitaryGroup n ℂ := by
  -- U†U collects the conserved overlaps of the columns
  have hg : (U t)ᴴ * U t = (U t₀)ᴴ * U t₀ := by
    ext j k
    rw [gram_apply (U t) (U t) j k, gram_apply (U t₀) (U t₀) j k]
    exact overlap_const hH (hU j) (hU k) t t₀
  have h1 : (U t₀)ᴴ * U t₀ = 1 := Matrix.mem_unitaryGroup_iff'.1 h₀
  exact Matrix.mem_unitaryGroup_iff'.2 (hg.trans h1)

/-- Converse: if a solution of `U' = -i H(t) U` is unitary at every time, then `H(t)` is
Hermitian at every time. -/
theorem hermitian_of_propagator_unitary [DecidableEq n] {H U : ℝ → Matrix n n ℂ}
    (hU : IsPropagator H U) (hunit : ∀ t, U t ∈ Matrix.unitaryGroup n ℂ) (t : ℝ) :
    (H t).IsHermitian := by
  -- the column overlaps are constant, so their rate i U†(H† - H)U vanishes
  have key : (U t)ᴴ * (((H t)ᴴ - H t) * U t) = 0 := by
    ext j k
    have hd := hasDerivAt_overlap_of_solutions (hU j) (hU k) t
    have hc : (fun s => overlap (fun i => U s i j) (fun i => U s i k))
        = fun _ => (1 : Matrix n n ℂ) j k := by
      funext s
      have h1 : (U s)ᴴ * U s = 1 := Matrix.mem_unitaryGroup_iff'.1 (hunit s)
      rw [← gram_apply (U s) (U s) j k, h1]
    have hz : HasDerivAt (fun s => overlap (fun i => U s i j) (fun i => U s i k)) 0 t := by
      rw [hc]
      exact hasDerivAt_const _ _
    have h0 := hd.unique hz
    have h1 : overlap (fun i => U t i j) (((H t)ᴴ - H t) *ᵥ fun i => U t i k) = 0 :=
      (mul_eq_zero.1 h0).resolve_left Complex.I_ne_zero
    rw [gram_apply]
    exact h1
  -- cancel the unitary factors
  have hU1 : U t * (U t)ᴴ = 1 := Matrix.mem_unitaryGroup_iff.1 (hunit t)
  have hD : (H t)ᴴ - H t = 0 := by
    calc (H t)ᴴ - H t
        = (U t * (U t)ᴴ) * ((H t)ᴴ - H t) * (U t * (U t)ᴴ) := by
          rw [hU1, Matrix.one_mul, Matrix.mul_one]
      _ = U t * ((U t)ᴴ * (((H t)ᴴ - H t) * U t)) * (U t)ᴴ := by
          simp only [Matrix.mul_assoc]
      _ = 0 := by rw [key, Matrix.mul_zero, Matrix.zero_mul]
  exact sub_eq_zero.1 hD

/-- Two-level Hamiltonian with a linearly ramped coupling, `H(t) = t σₓ`. -/
def ramp (t : ℝ) : Matrix (Fin 2) (Fin 2) ℂ := !![0, (t : ℂ); (t : ℂ), 0]

/-- The matrix `cos(t²/2) 1 - i sin(t²/2) σₓ`. -/
def rampProp (t : ℝ) : Matrix (Fin 2) (Fin 2) ℂ :=
  !![Complex.cos ((t : ℂ) ^ 2 / 2), -I * Complex.sin ((t : ℂ) ^ 2 / 2);
     -I * Complex.sin ((t : ℂ) ^ 2 / 2), Complex.cos ((t : ℂ) ^ 2 / 2)]

/-- The ramped Hamiltonian `t σₓ` is Hermitian at all times, both columns of `rampProp`
solve its Schrödinger equation, and `rampProp` is the identity at `t = 0`. -/
theorem ramp_witness :
    (∀ t, (ramp t).IsHermitian) ∧ IsPropagator ramp rampProp ∧ rampProp 0 = 1 := by
  have hθ : ∀ z : ℂ, HasDerivAt (fun w : ℂ => w ^ 2 / 2) z z := fun z =>
    ((hasDerivAt_pow 2 z).div_const 2).congr_deriv (by ring1)
  -- derivatives of the two kinds of entries
  have hc : ∀ t : ℝ, HasDerivAt (fun s : ℝ => Complex.cos ((s : ℂ) ^ 2 / 2))
      (-Complex.sin ((t : ℂ) ^ 2 / 2) * t) t := fun t => (hθ t).ccos.comp_ofReal
  have hs : ∀ t : ℝ, HasDerivAt (fun s : ℝ => -I * Complex.sin ((s : ℂ) ^ 2 / 2))
      (-I * (Complex.cos ((t : ℂ) ^ 2 / 2) * t)) t :=
    fun t => ((hθ t).csin.comp_ofReal).const_mul (-I)
  -- action of -i H(t) on a vector
  have h0 : ∀ (t : ℝ) (v : Fin 2 → ℂ), ((-I) • (ramp t *ᵥ v)) 0 = -I * (t * v 1) :=
    fun t v => by
      simp [ramp, dotProduct, Fin.sum_univ_two]
  have h1 : ∀ (t : ℝ) (v : Fin 2 → ℂ), ((-I) • (ramp t *ᵥ v)) 1 = -I * (t * v 0) :=
    fun t v => by
      simp [ramp, dotProduct, Fin.sum_univ_two]
  have e1 : ∀ t : ℝ, -Complex.sin ((t : ℂ) ^ 2 / 2) * t
      = -I * (t * (-I * Complex.sin ((t : ℂ) ^ 2 / 2))) := fun t => by
    linear_combination (-((t : ℂ) * Complex.sin ((t : ℂ) ^ 2 / 2))) * Complex.I_sq
  have e2 : ∀ t : ℝ, -I * (Complex.cos ((t : ℂ) ^ 2 / 2) * t)
      = -I * (t * Complex.cos ((t : ℂ) ^ 2 / 2)) := fun t => by ring
  have col0 : IsSolution ramp (fun t i => rampProp t i 0) := by
    intro t
    refine hasDerivAt_pi.2 (Fin.forall_fin_two.2 ⟨?_, ?_⟩)
    · exact (hc t).congr_deriv ((e1 t).trans (h0 t fun i => rampProp t i 0).symm)
    · exact (hs t).congr_deriv ((e2 t).trans (h1 t fun i => rampProp t i 0).symm)
  have col1 : IsSolution ramp (fun t i => rampProp t i 1) := by
    intro t
    refine hasDerivAt_pi.2 (Fin.forall_fin_two.2 ⟨?_, ?_⟩)
    · exact (hs t).congr_deriv ((e2 t).trans (h0 t fun i => rampProp t i 1).symm)
    · exact (hc t).congr_deriv ((e1 t).trans (h1 t fun i => rampProp t i 1).symm)
  refine ⟨fun t => ?_, ?_, ?_⟩
  · show (ramp t)ᴴ = ramp t
    ext i j
    fin_cases i <;> fin_cases j <;> simp [ramp, Matrix.conjTranspose_apply]
  · unfold IsPropagator
    exact Fin.forall_fin_two.2 ⟨col0, col1⟩
  · rw [Matrix.one_fin_two]
    simp [rampProp]

end

end SchrodingerOverlap
```

```lean
#print axioms SchrodingerOverlap.overlap_const
#print axioms SchrodingerOverlap.solution_unique
#print axioms SchrodingerOverlap.propagator_unitary
#print axioms SchrodingerOverlap.hermitian_of_propagator_unitary
```

```
'SchrodingerOverlap.overlap_const' depends on axioms: [propext, Classical.choice, Quot.sound]
'SchrodingerOverlap.solution_unique' depends on axioms: [propext, Classical.choice, Quot.sound]
'SchrodingerOverlap.propagator_unitary' depends on axioms: [propext, Classical.choice, Quot.sound]
'SchrodingerOverlap.hermitian_of_propagator_unitary' depends on axioms: [propext, Classical.choice, Quot.sound]
```

## Notes on the proof

`hasDerivAt_overlap` is the product rule: `hasDerivAt_pi` passes to components, `.star` conjugates, `.fun_mul` differentiates one term and `HasDerivAt.fun_sum` adds the terms. In `hasDerivAt_overlap_of_solutions`, `hI` is the sign flip $\overline{-i} = i$, and `Matrix.star_mulVec` turns $K\varphi$ in the bra into $\varphi^\dagger K^\dagger$. `overlap_const_adjoint` reduces the rate to zero and applies `is_const_of_deriv_eq_zero`. `overlap_const` replaces `fun t => (H t)ᴴ` by `H` through `e` and calls that lemma.

`total_probability_const` rewrites both sides with `overlap_self` and passes from a complex to a real equation. In `solution_unique`, `hχ` is the linearity step, and `dotProduct_star_self_eq_zero` says that zero self-overlap forces the zero vector. `propagator_unitary` reads $U^\dagger U$ entrywise through `gram_apply`. In `hermitian_of_propagator_unitary`, `hd` and `hz` are two derivatives of one column overlap, `hd.unique hz` equates them, the factor $i$ is cancelled, and the `calc` block is the last display of the converse. `ramp_witness` differentiates $\cos\theta$ and $-i\sin\theta$ by the chain rule (`hc`, `hs`), uses $i^2 = -1$ in `e1`, and checks the two columns entry by entry.
